# A Phillips–Kleinman Hamiltonian has no energy below e exactly when the valence space has none

## Hamiltonian, core orbitals and energies

A one-particle Hamiltonian is a Hermitian matrix $H$ in a finite orthonormal basis. The type `n` labels the basis functions and `m` labels the core orbitals. The overlap matrix is therefore the identity, and $H$ does not depend on the orbitals being sought.

```lean
import Mathlib

open Matrix
open scoped ComplexOrder

namespace PhillipsKleinmanStability

variable {n m : Type*} [Fintype n] [DecidableEq n] [Fintype m] [DecidableEq m]
```

For a matrix $M$ and a vector $x$, write $E_M(x)=\operatorname{Re}(x^\dagger Mx)$. The vector need not be normalised, so bounds on $E_M(x)$ carry a factor $\|x\|^2=x^\dagger x$. In Lean, `star x ⬝ᵥ y` is $x^\dagger y$, with the conjugate on the first argument.

```lean
/-- The real part of `⟨x, M x⟩`, called the energy of the vector `x` in `M`; `x` need not be
normalised. -/
noncomputable def energy (M : Matrix n n ℂ) (x : n → ℂ) : ℝ := (star x ⬝ᵥ M *ᵥ x).re
```

The core orbitals $c_k$ are the columns of $C$, written `Cᵀ k` in the code. They are orthonormal eigenvectors with real energies $\varepsilon_k$:
$$C^\dagger C=1,\qquad HC=CD_\varepsilon,\qquad D_\varepsilon=\operatorname{diag}(\varepsilon_k).$$
Nothing requires them to be the lowest levels. They must, however, be exact eigenvectors of this $H$, which core orbitals imported from another calculation generally are not.

```lean
/-- The columns of `C` are orthonormal eigenvectors of `H` with real energies `ε k`. -/
structure IsCore (H : Matrix n n ℂ) (C : Matrix n m ℂ) (ε : m → ℝ) : Prop where
  orthonormal : Cᴴ * C = 1
  eigen : H * C = C * diagonal (fun k => (ε k : ℂ))
```

The valence space consists of the vectors $y$ with $C^\dagger y=0$. The condition on it is $E_H(y)\ge e\|y\|^2$ for a fixed real number $e$. Physically, $e$ lies at or below every energy available to an electron kept out of the core. If the core fills the whole space, only $y=0$ remains and the condition holds trivially.

```lean
/-- Every vector `y` orthogonal to the columns of `C` has `Re ⟨y, H y⟩ ≥ e ‖y‖²`. -/
def ValenceAbove (H : Matrix n n ℂ) (C : Matrix n m ℂ) (e : ℝ) : Prop :=
  ∀ y : n → ℂ, Cᴴ *ᵥ y = 0 → e * (star y ⬝ᵥ y).re ≤ energy H y
```

A real shift $s_k$ is added to each core level through its projector:

```lean
/-- The level-shifted Hamiltonian `H + ∑ s_k c_k c_kᴴ`, with `c_k` the columns of `C`. -/
noncomputable def shifted (H : Matrix n n ℂ) (C : Matrix n m ℂ) (s : m → ℝ) : Matrix n n ℂ :=
  H + ∑ k, (s k : ℂ) • vecMulVec (Cᵀ k) (star (Cᵀ k))
```

The Phillips–Kleinman choice is $s_k=e-\varepsilon_k$, which moves every core level to $e$. In the pseudopotential equation $e$ is the valence eigenvalue being sought; here it is a parameter fixed in advance.

```lean
/-- The Phillips-Kleinman Hamiltonian `H + ∑ (e - ε_k) c_k c_kᴴ`. -/
noncomputable def phillipsKleinman (H : Matrix n n ℂ) (C : Matrix n m ℂ) (ε : m → ℝ) (e : ℝ) :
    Matrix n n ℂ :=
  shifted H C (fun k => e - ε k)
```

Removing the core components of $x$ leaves its valence part $Qx$, where $Q=1-CC^\dagger$.

```lean
/-- The vector `x - C Cᴴ x`. If the columns of `C` are orthonormal, this is `x` with its components
along them subtracted. -/
noncomputable def valencePart (C : Matrix n m ℂ) (x : n → ℂ) : n → ℂ :=
  x - C *ᵥ (Cᴴ *ᵥ x)
```

## The projector sum as a matrix product

With $D_s=\operatorname{diag}(s_k)$, the entries satisfy
$$\sum_k s_k\,(c_k)_i\overline{(c_k)_j}=(CD_sC^\dagger)_{ij},$$
so the shifted Hamiltonian is $H+CD_sC^\dagger$. The proof compares the two sums term by term.

```lean
omit [Fintype n] [DecidableEq n] in
/-- For any matrix `C`, the level-shifted Hamiltonian equals `H + C diag(s) Cᴴ`. -/
theorem shifted_eq (H : Matrix n n ℂ) (C : Matrix n m ℂ) (s : m → ℝ) :
    shifted H C s = H + C * diagonal (fun k => (s k : ℂ)) * Cᴴ := by
  unfold shifted
  congr 1
  ext i j
  rw [Matrix.sum_apply, Matrix.mul_apply]
  refine Finset.sum_congr rfl fun k _ => ?_
  rw [Matrix.mul_diagonal]
  simp only [Matrix.smul_apply, vecMulVec_apply, transpose_apply, conjTranspose_apply,
    Pi.star_apply, smul_eq_mul]
  ring
```

## Positivity as a bound on energies

Regrouping a product moves a matrix from the operator to the vector:
$$x^\dagger(B^\dagger MB)x=(Bx)^\dagger M(Bx).$$

```lean
omit [DecidableEq n] [DecidableEq m] in
/-- The energy of `x` in `Bᴴ M B` is the energy of `B x` in `M`. -/
theorem energy_congruence (B : Matrix m n ℂ) (M : Matrix m m ℂ) (x : n → ℂ) :
    energy (Bᴴ * (M * B)) x = energy M (B *ᵥ x) := by
  unfold energy
  rw [Matrix.star_mulVec, ← Matrix.dotProduct_mulVec, Matrix.mulVec_mulVec,
    Matrix.mulVec_mulVec, Matrix.mul_assoc]
```

For Hermitian $A$,
$$\operatorname{Re}\,x^\dagger(A-e)x=E_A(x)-e\|x\|^2.$$
Hence $A-e$ is positive semidefinite exactly when $E_A(x)\ge e\|x\|^2$ for every $x$. In Lean, `0 ≤ z` for complex `z` also demands a vanishing imaginary part. The last part of the proof supplies this: a Hermitian form equals its own conjugate.

```lean
/-- For Hermitian `A`, the matrix `A - e` is positive semidefinite exactly when
`⟨x, A x⟩ ≥ e ‖x‖²` for every `x`. -/
theorem posSemidef_iff_energy {A : Matrix n n ℂ} (hA : A.IsHermitian) (e : ℝ) :
    (A - (e : ℂ) • (1 : Matrix n n ℂ)).PosSemidef ↔
      ∀ x : n → ℂ, e * (star x ⬝ᵥ x).re ≤ energy A x := by
  have hM : (A - (e : ℂ) • (1 : Matrix n n ℂ))ᴴ = A - (e : ℂ) • (1 : Matrix n n ℂ) := by
    rw [conjTranspose_sub, conjTranspose_smul, conjTranspose_one, hA.eq, Complex.star_def,
      Complex.conj_ofReal]
  have hre : ∀ x : n → ℂ, (star x ⬝ᵥ (A - (e : ℂ) • (1 : Matrix n n ℂ)) *ᵥ x).re
      = energy A x - e * (star x ⬝ᵥ x).re := by
    intro x
    unfold energy
    rw [Matrix.sub_mulVec, Matrix.smul_mulVec, Matrix.one_mulVec, dotProduct_sub,
      dotProduct_smul, smul_eq_mul, Complex.sub_re, Complex.re_ofReal_mul]
  rw [Matrix.posSemidef_iff_dotProduct_mulVec]
  constructor
  · rintro ⟨_, h⟩ x
    have h1 := (Complex.le_def.1 (h x)).1
    rw [hre, Complex.zero_re] at h1
    linarith
  · intro h
    refine ⟨hM, fun x => Complex.le_def.2 ⟨?_, ?_⟩⟩
    · rw [hre, Complex.zero_re]
      linarith [h x]
    · -- a Hermitian form equals its own conjugate, so it is real
      have h1 := Matrix.star_dotProduct x ((A - (e : ℂ) • (1 : Matrix n n ℂ)) *ᵥ x)
      rw [Matrix.star_mulVec, hM, ← Matrix.dotProduct_mulVec] at h1
      have h2 := congrArg Complex.im h1
      rw [Complex.star_def, Complex.conj_im] at h2
      rw [Complex.zero_im]
      linarith
```

## Separation of core and valence energies

The adjoint of $HC=CD_\varepsilon$ is $C^\dagger H=D_\varepsilon C^\dagger$. Therefore
$$HQ=H-CD_\varepsilon C^\dagger,\qquad C^\dagger(H-CD_\varepsilon C^\dagger)=D_\varepsilon C^\dagger-D_\varepsilon C^\dagger=0,$$
and multiplying $HQ$ by $Q$ from the left changes nothing:
$$QHQ=H-CD_\varepsilon C^\dagger.$$
Adding the shifts gives
$$H+CD_sC^\dagger=QHQ+CD_{\varepsilon+s}C^\dagger.$$
With core amplitudes $a_k=c_k^\dagger x$, the energy has no cross terms:
$$E_{H+CD_sC^\dagger}(x)=E_H(Qx)+\sum_k(\varepsilon_k+s_k)|a_k|^2.$$
In the proof, `h1`, `h2` and `h3` are the three identities for $HQ$, $C^\dagger HQ$ and $QHQ$, and `h4` is the decomposition of the shifted Hamiltonian. The previous congruence rule then turns both terms into energies.

```lean
/-- For Hermitian `H` with core eigenvectors `C`, the level-shifted energy of `x` is the energy
of its valence part plus `ε_k + s_k` times the weight of `x` on each core orbital. -/
theorem energy_split {H : Matrix n n ℂ} {C : Matrix n m ℂ} {ε : m → ℝ} (hH : H.IsHermitian)
    (hc : IsCore H C ε) (s : m → ℝ) (x : n → ℂ) :
    energy (shifted H C s) x = energy H (valencePart C x)
      + ∑ k, (ε k + s k) * ‖(Cᴴ *ᵥ x) k‖ ^ 2 := by
  have hD : (diagonal (fun k => (ε k : ℂ)))ᴴ = diagonal (fun k => (ε k : ℂ)) := by
    rw [diagonal_conjTranspose]
    congr 1
    funext k
    exact Complex.conj_ofReal _
  have hl : Cᴴ * H = diagonal (fun k => (ε k : ℂ)) * Cᴴ := by
    have h := congrArg conjTranspose hc.eigen
    rwa [conjTranspose_mul, conjTranspose_mul, hH.eq, hD] at h
  have hQ : (1 - C * Cᴴ)ᴴ = 1 - C * Cᴴ := by
    rw [conjTranspose_sub, conjTranspose_one, conjTranspose_mul, conjTranspose_conjTranspose]
  -- projecting out the core on both sides removes exactly the core levels
  have h1 : H * (1 - C * Cᴴ) = H - C * diagonal (fun k => (ε k : ℂ)) * Cᴴ := by
    rw [Matrix.mul_sub, Matrix.mul_one, ← Matrix.mul_assoc, hc.eigen]
  have h2 : Cᴴ * (H - C * diagonal (fun k => (ε k : ℂ)) * Cᴴ) = 0 := by
    rw [Matrix.mul_sub, hl, Matrix.mul_assoc C, ← Matrix.mul_assoc Cᴴ C, hc.orthonormal,
      Matrix.one_mul, sub_self]
  have h3 : (1 - C * Cᴴ)ᴴ * (H * (1 - C * Cᴴ))
      = H - C * diagonal (fun k => (ε k : ℂ)) * Cᴴ := by
    rw [hQ, h1, Matrix.sub_mul, Matrix.one_mul, Matrix.mul_assoc C Cᴴ, h2, Matrix.mul_zero,
      sub_zero]
  have hsum : diagonal (fun k => ((ε k + s k : ℝ) : ℂ))
      = diagonal (fun k => (ε k : ℂ)) + diagonal (fun k => (s k : ℂ)) := by
    rw [diagonal_add]
    congr 1
    funext k
    push_cast
    ring
  have h4 : shifted H C s = (1 - C * Cᴴ)ᴴ * (H * (1 - C * Cᴴ))
      + Cᴴᴴ * (diagonal (fun k => ((ε k + s k : ℝ) : ℂ)) * Cᴴ) := by
    rw [h3, shifted_eq, hsum, conjTranspose_conjTranspose, ← Matrix.mul_assoc, Matrix.mul_add,
      Matrix.add_mul]
    abel
  have hadd : ∀ A B : Matrix n n ℂ, energy (A + B) x = energy A x + energy B x := by
    intro A B
    unfold energy
    rw [Matrix.add_mulVec, dotProduct_add, Complex.add_re]
  have hv : (1 - C * Cᴴ) *ᵥ x = valencePart C x := by
    rw [valencePart, Matrix.sub_mulVec, Matrix.one_mulVec, Matrix.mulVec_mulVec]
  rw [h4, hadd, energy_congruence, energy_congruence, hv]
  congr 1
  unfold energy
  rw [dotProduct, Complex.re_sum]
  refine Finset.sum_congr rfl fun k _ => ?_
  rw [Matrix.mulVec_diagonal, Complex.sq_norm, Complex.normSq_apply, Pi.star_apply,
    Complex.star_def, Complex.mul_re, Complex.re_ofReal_mul, Complex.im_ofReal_mul,
    Complex.conj_re, Complex.conj_im]
  ring
```

Applied to the unit matrix, with all levels equal to one and no shifts, the same formula splits the norm:
$$\|x\|^2=\|Qx\|^2+\sum_k|a_k|^2.$$

```lean
/-- For orthonormal core orbitals, the squared norm of `x` is that of its valence part plus its
weights on the core orbitals. -/
theorem norm_split {C : Matrix n m ℂ} (hC : Cᴴ * C = 1) (x : n → ℂ) :
    (star x ⬝ᵥ x).re = (star (valencePart C x) ⬝ᵥ valencePart C x).re
      + ∑ k, ‖(Cᴴ *ᵥ x) k‖ ^ 2 := by
  -- the energy splitting for the unit matrix, all of whose levels are one
  have h := energy_split Matrix.isHermitian_one
    (⟨hC, by simp⟩ : IsCore (1 : Matrix n n ℂ) C (fun _ => 1)) (fun _ => 0) x
  simpa [energy, shifted] using h
```

For $x=c_k$, the amplitudes are $a_j=\delta_{jk}$ and the valence part vanishes. The core orbital thus has norm one and shifted energy $\varepsilon_k+s_k$.

```lean
/-- For Hermitian `H`, each core orbital is normalised and has energy `ε_k + s_k` in the
level-shifted Hamiltonian. -/
theorem core_energy {H : Matrix n n ℂ} {C : Matrix n m ℂ} {ε : m → ℝ} (hH : H.IsHermitian)
    (hc : IsCore H C ε) (s : m → ℝ) (k : m) :
    (star (Cᵀ k) ⬝ᵥ Cᵀ k).re = 1 ∧ energy (shifted H C s) (Cᵀ k) = ε k + s k := by
  constructor
  · change ((Cᴴ * C) k k).re = 1
    rw [hc.orthonormal, Matrix.one_apply_eq, Complex.one_re]
  · have h1 : Cᴴ *ᵥ (Cᵀ k) = Pi.single k 1 := by
      funext j
      change (Cᴴ * C) j k = _
      rw [hc.orthonormal, Matrix.one_apply, Pi.single_apply]
    have h2 : C *ᵥ (Pi.single k 1) = Cᵀ k := by
      funext i
      simp [Matrix.mulVec, dotProduct, Pi.single_apply]
    rw [energy_split hH hc, valencePart, h1, h2, sub_self, Finset.sum_eq_single k]
    · simp [energy]
    · intro j _ hj
      simp [hj]
    · simp
```

## The exact condition for arbitrary shifts

Suppose first that the shifted Hamiltonian minus $e$ is positive semidefinite. Testing with $c_k$ gives $\varepsilon_k+s_k\ge e$. Testing with a valence vector $y$, for which $Qy=y$ and all $a_k=0$, gives $E_H(y)\ge e\|y\|^2$.

Conversely, assume both conditions. Since $C^\dagger Qx=0$, the valence bound applies to $Qx$, and
$$E_H(Qx)+\sum_k(\varepsilon_k+s_k)|a_k|^2\ \ge\ e\|Qx\|^2+e\sum_k|a_k|^2=e\|x\|^2.$$
In the code, `h1` bounds the valence term, `h2` bounds the core sum, and `linarith` adds them.

```lean
/-- For Hermitian `H` with core eigenvectors `C`, the matrix `H + ∑ s_k c_k c_kᴴ - e` is positive
semidefinite if and only if every shifted core level `ε_k + s_k` is at least `e` and
`⟨y, H y⟩ ≥ e ‖y‖²` for all `y` orthogonal to the core. -/
theorem no_collapse_iff {H : Matrix n n ℂ} {C : Matrix n m ℂ} {ε : m → ℝ} (hH : H.IsHermitian)
    (hc : IsCore H C ε) (s : m → ℝ) (e : ℝ) :
    (shifted H C s - (e : ℂ) • (1 : Matrix n n ℂ)).PosSemidef ↔
      (∀ k, e ≤ ε k + s k) ∧ ValenceAbove H C e := by
  have hS : (shifted H C s).IsHermitian := by
    have hD : (diagonal (fun k => (s k : ℂ)))ᴴ = diagonal (fun k => (s k : ℂ)) := by
      rw [diagonal_conjTranspose]
      congr 1
      funext k
      exact Complex.conj_ofReal _
    unfold Matrix.IsHermitian
    rw [shifted_eq, conjTranspose_add, hH.eq, conjTranspose_mul, conjTranspose_mul, hD,
      conjTranspose_conjTranspose, Matrix.mul_assoc]
  rw [posSemidef_iff_energy hS]
  constructor
  · intro h
    refine ⟨fun k => ?_, fun y hy => ?_⟩
    · -- test with a core orbital
      have h1 := h (Cᵀ k)
      rw [(core_energy hH hc s k).1, (core_energy hH hc s k).2] at h1
      linarith
    · have h1 := h y
      rw [energy_split hH hc s y] at h1
      simpa [valencePart, hy] using h1
  · rintro ⟨hs, hv⟩ x
    have ho : Cᴴ *ᵥ valencePart C x = 0 := by
      rw [valencePart, Matrix.mulVec_sub, Matrix.mulVec_mulVec (Cᴴ *ᵥ x), hc.orthonormal,
        Matrix.one_mulVec, sub_self]
    have h1 := hv _ ho
    have h2 : e * ∑ k, ‖(Cᴴ *ᵥ x) k‖ ^ 2 ≤ ∑ k, (ε k + s k) * ‖(Cᴴ *ᵥ x) k‖ ^ 2 := by
      rw [Finset.mul_sum]
      exact Finset.sum_le_sum fun k _ => mul_le_mul_of_nonneg_right (hs k) (sq_nonneg _)
    rw [energy_split hH hc s x, norm_split hc.orthonormal x, mul_add]
    linarith
```

## The Phillips–Kleinman shift

Now $\varepsilon_k+s_k=e$, so the core condition holds with equality and only the valence condition remains.

```lean
/-- For Hermitian `H` with core eigenvectors `C`, the Phillips-Kleinman Hamiltonian minus `e` is
positive semidefinite if and only if `⟨y, H y⟩ ≥ e ‖y‖²` for all `y` orthogonal to the core. -/
theorem phillipsKleinman_posSemidef_iff {H : Matrix n n ℂ} {C : Matrix n m ℂ} {ε : m → ℝ}
    (hH : H.IsHermitian) (hc : IsCore H C ε) (e : ℝ) :
    (phillipsKleinman H C ε e - (e : ℂ) • (1 : Matrix n n ℂ)).PosSemidef ↔
      ValenceAbove H C e := by
  rw [phillipsKleinman, no_collapse_iff hH hc]
  exact ⟨fun h => h.2, fun h => ⟨fun k => by linarith, h⟩⟩
```

If the valence bound holds, minimising the Phillips–Kleinman energy over normalised vectors, without an orthogonality constraint, therefore cannot give a value below $e$. This does not make the minimiser a valence orbital. The core orbitals sit exactly at $e$: if $e$ equals the lowest valence energy, a minimiser may contain core components, and if there is a core and $e$ is strictly below that energy, every minimiser lies entirely in the core. Shifts that lift every core level above the lowest valence energy make every minimiser a valence vector.

## A two-level example

Take
$$H=\begin{pmatrix}-7&24\\24&7\end{pmatrix},\qquad c=\begin{pmatrix}4/5\\-3/5\end{pmatrix},\qquad Hc=\begin{pmatrix}-20\\15\end{pmatrix}=-25\,c.$$
A vector $y$ orthogonal to $c$ satisfies $h=\tfrac45y_0-\tfrac35y_1=0$. Then
$$Hy-25y=\begin{pmatrix}-40h\\30h\end{pmatrix}=0,$$
so the valence bound holds with $e=25$. The two coefficients of $h$ reappear in the `linear_combination` steps.

```lean
/-- A two-level instance: a non-diagonal Hermitian matrix with core orbital `(4/5, -3/5)` at
energy `-25` and valence bound `25`. -/
theorem core_witness :
    (!![-7, 24; 24, 7] : Matrix (Fin 2) (Fin 2) ℂ).IsHermitian ∧
    IsCore (!![-7, 24; 24, 7] : Matrix (Fin 2) (Fin 2) ℂ)
      (!![4 / 5; -3 / 5] : Matrix (Fin 2) (Fin 1) ℂ) (fun _ => -25) ∧
    ValenceAbove (!![-7, 24; 24, 7] : Matrix (Fin 2) (Fin 2) ℂ)
      (!![4 / 5; -3 / 5] : Matrix (Fin 2) (Fin 1) ℂ) 25 := by
  have c3 : (starRingEnd ℂ) 3 = 3 := by apply Complex.ext <;> simp
  have c4 : (starRingEnd ℂ) 4 = 4 := by apply Complex.ext <;> simp
  have c5 : (starRingEnd ℂ) 5 = 5 := by apply Complex.ext <;> simp
  refine ⟨?_, ⟨?_, ?_⟩, ?_⟩
  · ext i j
    fin_cases i <;> fin_cases j <;> simp
  · ext i j
    fin_cases i
    fin_cases j
    simp [Matrix.mul_apply, Fin.sum_univ_succ, c3, c4, c5]
    norm_num
  · ext i j
    fin_cases i <;> fin_cases j <;> simp [Matrix.mul_apply, Fin.sum_univ_succ] <;> norm_num
  · intro y hy
    have h : 4 / 5 * y 0 + (-3 / 5) * y 1 = 0 := by
      have h0 := congrFun hy 0
      simpa [Matrix.mulVec, dotProduct, Fin.sum_univ_succ, c3, c4, c5] using h0
    -- orthogonality to the core forces `y` into the upper level
    have hy' : (!![-7, 24; 24, 7] : Matrix (Fin 2) (Fin 2) ℂ) *ᵥ y = ((25 : ℝ) : ℂ) • y := by
      funext i
      revert i
      rw [Fin.forall_fin_two]
      constructor
      · simp [Matrix.mulVec, dotProduct, Fin.sum_univ_succ]
        linear_combination (-40) * h
      · simp [Matrix.mulVec, dotProduct, Fin.sum_univ_succ]
        linear_combination 30 * h
    unfold energy
    rw [hy', dotProduct_smul, smul_eq_mul, Complex.re_ofReal_mul]

end PhillipsKleinmanStability
```

The bound also holds for the lower value $e=0$. The shift is then $25$, and
$$H+25\,cc^\dagger=\begin{pmatrix}9&12\\12&16\end{pmatrix}=\begin{pmatrix}3\\4\end{pmatrix}\begin{pmatrix}3&4\end{pmatrix},$$
with eigenvalues $0$ and $25$: the core level has moved from $-25$ to $e=0$, and the valence level has stayed in place. For $e=30$, above the valence level, the shifted Hamiltonian has eigenvalues $30$ and $25$, so subtracting $e$ leaves a negative eigenvalue $-5$.

```lean
#print axioms PhillipsKleinmanStability.phillipsKleinman_posSemidef_iff
-- 'PhillipsKleinmanStability.phillipsKleinman_posSemidef_iff' depends on axioms: [propext, Classical.choice, Quot.sound]
```
